# The Crank–Nicolson propagator is unitary and conserves trace, idempotency and $\operatorname{tr}(HP)$

In a real-time simulation of independent or mean-field electrons in a finite orthonormal basis, the state, given by the occupied orbitals or by the one-particle density matrix $P$, is advanced by a time step $\tau$; here $P$ is used. The step considered here uses the Crank–Nicolson propagator $U$ of the orbital equation $i\dot\psi = H\psi$, with $H$ held fixed during the step (it is not the Crank–Nicolson rule applied directly to $i\dot P = [H,P]$): it solves the linear system $(1+i\tau H/2)\,U = 1-i\tau H/2$ and replaces $P$ by $UPU^\dagger$. The theorems show that for a finite Hermitian $H$ and any real $\tau$ the system has exactly one solution, and that the step keeps $P$ Hermitian and idempotent and leaves the electron count $\operatorname{tr}P$ and, with the same $H$ before and after the step, $\operatorname{tr}(HP)$ unchanged. For independent electrons $\operatorname{tr}(HP)$ is the energy; for a mean-field $H$ it is not the total energy. The standard analysis of the scheme also includes its second-order accuracy with respect to $e^{-i\tau H}$, which is not treated here.

## Definitions

```lean
import Mathlib

open Matrix
open scoped ComplexOrder

namespace CrankNicolson

noncomputable section

variable {n : Type*} [Fintype n] [DecidableEq n]
```

The type `n` labels a finite set of basis functions, and `Matrix n n ℂ` is a complex square matrix on it. No overlap matrix appears, so the basis is orthonormal.

```lean
/-- The half-step generator `i (τ/2) H`. -/
def halfStep (H : Matrix n n ℂ) (τ : ℝ) : Matrix n n ℂ :=
  (Complex.I * ((τ / 2 : ℝ) : ℂ)) • H

/-- The implicit factor `1 + i τ H / 2`. -/
def implicitPart (H : Matrix n n ℂ) (τ : ℝ) : Matrix n n ℂ := 1 + halfStep H τ

/-- The explicit factor `1 - i τ H / 2`. -/
def explicitPart (H : Matrix n n ℂ) (τ : ℝ) : Matrix n n ℂ := 1 - halfStep H τ
```

The symbol `•` multiplies a matrix by a number. These lines define $K = i(\tau/2)H$, $A = 1+K$ and $B = 1-K$, with $\hbar = 1$. The declaration `τ : ℝ` makes the step real, of either sign and any size.

```lean
/-- The Crank-Nicolson propagator `U = (1 + i τ H / 2)⁻¹ (1 - i τ H / 2)`. -/
def propagator (H : Matrix n n ℂ) (τ : ℝ) : Matrix n n ℂ :=
  (implicitPart H τ)⁻¹ * explicitPart H τ

/-- One time step of the density matrix, `P ↦ U P Uᴴ`. -/
def step (H : Matrix n n ℂ) (τ : ℝ) (P : Matrix n n ℂ) : Matrix n n ℂ :=
  propagator H τ * P * (propagator H τ)ᴴ

/-- The one-particle energy `tr (H P)`. -/
def energy (H P : Matrix n n ℂ) : ℂ := trace (H * P)
```

Here $U = A^{-1}B$, and `ᴴ` is the conjugate transpose, so `step H τ P` is $UPU^\dagger$. Lean's `⁻¹` returns the zero matrix for a singular argument, so $U$ has its intended meaning only once $A$ is shown invertible. `energy H P` is the complex number $\operatorname{tr}(HP)$. It is the one-particle energy and not the total energy of a self-consistent theory, which has interaction corrections.

```lean
/-- The density matrix after `k` steps, where step number `j` uses the Hamiltonian `H j` and
the step length `τ j`. -/
def evolve (H : ℕ → Matrix n n ℂ) (τ : ℕ → ℝ) (P : Matrix n n ℂ) : ℕ → Matrix n n ℂ
  | 0 => P
  | k + 1 => step (H k) (τ k) (evolve H τ P k)
```

This is the recursion $P_0 = P$, $P_{k+1} = U(H_k,\tau_k)\,P_k\,U(H_k,\tau_k)^\dagger$. The sequences $H_k$ and $\tau_k$ are arbitrary inputs, and arithmetic is exact. A mean-field run, in which $H_k$ is built from the density matrix, has this form when $H_k$ is taken to be the matrix that was actually used in step $k$.

## The linear system has one solution

```lean
omit [Fintype n] in
/-- For Hermitian `H` the adjoint of `1 + i τ H / 2` is `1 - i τ H / 2`. -/
theorem implicitPart_conjTranspose {H : Matrix n n ℂ} (hH : H.IsHermitian) (τ : ℝ) :
    (implicitPart H τ)ᴴ = explicitPart H τ := by
  have hc : star (Complex.I * ((τ / 2 : ℝ) : ℂ)) = -(Complex.I * ((τ / 2 : ℝ) : ℂ)) := by
    rw [Complex.star_def, _root_.map_mul, Complex.conj_I, Complex.conj_ofReal]
    ring
  unfold implicitPart explicitPart halfStep
  rw [conjTranspose_add, conjTranspose_one, conjTranspose_smul, hc, hH.eq, _root_.neg_smul,
    sub_eq_add_neg]
```

The hypothesis `hH : H.IsHermitian` says $H^\dagger = H$, and the conclusion is $A^\dagger = B$. Since $\tau$ is real, $\overline{i\tau/2} = -i\tau/2$, which is `hc`. Hence $K^\dagger = -K$ and $A^\dagger = 1-K$. The tactic `rw` substitutes the listed equalities one after another.

```lean
/-- For Hermitian `H` and real `τ` the matrix `1 + i τ H / 2` has invertible determinant. -/
theorem implicitPart_det_isUnit {H : Matrix n n ℂ} (hH : H.IsHermitian) (τ : ℝ) :
    IsUnit (implicitPart H τ).det := by
  rw [isUnit_iff_ne_zero]
  intro hdet
  obtain ⟨v, hv, hAv⟩ := Matrix.exists_mulVec_eq_zero_iff.mpr hdet
  -- a null vector has vanishing expectation value of both A and Aᴴ
  have h1 : star v ⬝ᵥ (implicitPart H τ *ᵥ v) = 0 := by rw [hAv, dotProduct_zero]
  have h2 : star v ⬝ᵥ ((implicitPart H τ)ᴴ *ᵥ v) = 0 := by
    rw [Matrix.dotProduct_mulVec, ← Matrix.star_mulVec, hAv, star_zero, zero_dotProduct]
  -- but A + Aᴴ is twice the identity
  have hsum : implicitPart H τ + (implicitPart H τ)ᴴ = 1 + 1 := by
    rw [implicitPart_conjTranspose hH]
    unfold implicitPart explicitPart
    abel
  have h3 : star v ⬝ᵥ v + star v ⬝ᵥ v = 0 := by
    have h : star v ⬝ᵥ ((implicitPart H τ + (implicitPart H τ)ᴴ) *ᵥ v) = 0 := by
      rw [Matrix.add_mulVec, dotProduct_add, h1, h2, add_zero]
    rwa [hsum, Matrix.add_mulVec, Matrix.one_mulVec, dotProduct_add] at h
  have h4 : star v ⬝ᵥ v = 0 := by linear_combination (1 / 2 : ℂ) * h3
  exact hv (dotProduct_star_self_eq_zero.mp h4)
```

For a complex number `IsUnit` means nonzero, so the statement is $\det A \neq 0$. Suppose $\det A = 0$. Then some $v \neq 0$ has $Av = 0$ (`hv`, `hAv`). The expression `star v ⬝ᵥ (implicitPart H τ *ᵥ v)` is $v^\dagger A v$, with `star v` supplying the complex conjugate. It vanishes (`h1`), and so does $v^\dagger A^\dagger v = (Av)^\dagger v$ (`h2`). Because $A + A^\dagger = A + B = 2\cdot 1$ (`hsum`),
$$0 = v^\dagger (A + A^\dagger) v = 2\,v^\dagger v ,$$
which is `h3` and `h4`. This forces $v = 0$, a contradiction.

```lean
/-- For Hermitian `H`, a matrix `V` solves `(1 + i τ H / 2) V = 1 - i τ H / 2` exactly when it
is the propagator. -/
theorem propagator_eq_iff {H : Matrix n n ℂ} (hH : H.IsHermitian) (τ : ℝ) (V : Matrix n n ℂ) :
    implicitPart H τ * V = explicitPart H τ ↔ V = propagator H τ := by
  have hu := implicitPart_det_isUnit hH τ
  constructor
  · intro h
    unfold propagator
    rw [← h, ← Matrix.mul_assoc, Matrix.nonsing_inv_mul _ hu, Matrix.one_mul]
  · intro h
    rw [h]
    unfold propagator
    rw [← Matrix.mul_assoc, Matrix.mul_nonsing_inv _ hu, Matrix.one_mul]
```

In ordinary notation, $AV = B \iff V = U$. From left to right, $U = A^{-1}B = A^{-1}AV = V$. From right to left, $AA^{-1}B = B$. Both directions use the nonzero determinant `hu`.

```lean
/-- For Hermitian `H`, a solution `V` of `(1 + i τ H / 2) V = 1 - i τ H / 2` commutes with
every matrix `X` that commutes with `H`. -/
theorem solution_commute {H : Matrix n n ℂ} (hH : H.IsHermitian) (τ : ℝ) {V X : Matrix n n ℂ}
    (hV : implicitPart H τ * V = explicitPart H τ) (hX : H * X = X * H) :
    V * X = X * V := by
  have hu := implicitPart_det_isUnit hH τ
  have hK : halfStep H τ * X = X * halfStep H τ := by
    unfold halfStep
    rw [Matrix.smul_mul, Matrix.mul_smul, hX]
  have hA : implicitPart H τ * X = X * implicitPart H τ := by
    unfold implicitPart
    rw [Matrix.add_mul, Matrix.mul_add, hK, Matrix.one_mul, Matrix.mul_one]
  have hB : explicitPart H τ * X = X * explicitPart H τ := by
    unfold explicitPart
    rw [Matrix.sub_mul, Matrix.mul_sub, hK, Matrix.one_mul, Matrix.mul_one]
  -- the two products agree after multiplication by A
  have h : implicitPart H τ * (V * X) = implicitPart H τ * (X * V) :=
    calc implicitPart H τ * (V * X) = explicitPart H τ * X := by rw [← Matrix.mul_assoc, hV]
      _ = X * (implicitPart H τ * V) := by rw [hB, hV]
      _ = implicitPart H τ * (X * V) := by rw [← Matrix.mul_assoc, ← hA, Matrix.mul_assoc]
  -- and A can be cancelled
  have cancel : ∀ Y : Matrix n n ℂ, (implicitPart H τ)⁻¹ * (implicitPart H τ * Y) = Y :=
    fun Y => by rw [← Matrix.mul_assoc, Matrix.nonsing_inv_mul _ hu, Matrix.one_mul]
  rw [← cancel (V * X), h, cancel]
```

If $AV = B$ and $HX = XH$, then $VX = XV$. A matrix $X$ that commutes with $H$ commutes with $K$, $A$ and $B$ (`hK`, `hA`, `hB`). A `calc` block is a chain of equalities with a reason for each, here
$$A(VX) = BX = XB = X(AV) = A(XV).$$
Multiplying from the left by $A^{-1}$, the step named `cancel`, gives $VX = XV$.

## Unitarity and time reversal

```lean
/-- For Hermitian `H` and real `τ` the propagator is unitary. -/
theorem propagator_unitary {H : Matrix n n ℂ} (hH : H.IsHermitian) (τ : ℝ) :
    propagator H τ ∈ Matrix.unitaryGroup n ℂ := by
  have hu := implicitPart_det_isUnit hH τ
  have hadj := implicitPart_conjTranspose hH τ
  have hB : (explicitPart H τ)ᴴ = implicitPart H τ := by
    rw [← hadj, conjTranspose_conjTranspose]
  -- the adjoint of A⁻¹ inverts B
  have hinv : explicitPart H τ * ((implicitPart H τ)⁻¹)ᴴ = 1 := by
    rw [← hadj, ← conjTranspose_mul, Matrix.nonsing_inv_mul _ hu, conjTranspose_one]
  have hcomm : explicitPart H τ * implicitPart H τ = implicitPart H τ * explicitPart H τ := by
    unfold implicitPart explicitPart
    noncomm_ring
  rw [Matrix.mem_unitaryGroup_iff, star_eq_conjTranspose]
  unfold propagator
  calc (implicitPart H τ)⁻¹ * explicitPart H τ * ((implicitPart H τ)⁻¹ * explicitPart H τ)ᴴ
      = (implicitPart H τ)⁻¹ * (explicitPart H τ * implicitPart H τ)
          * ((implicitPart H τ)⁻¹)ᴴ := by
        rw [conjTranspose_mul, hB]
        simp only [Matrix.mul_assoc]
    _ = ((implicitPart H τ)⁻¹ * implicitPart H τ)
          * (explicitPart H τ * ((implicitPart H τ)⁻¹)ᴴ) := by
        rw [hcomm]
        simp only [Matrix.mul_assoc]
    _ = 1 := by rw [Matrix.nonsing_inv_mul _ hu, hinv, Matrix.one_mul]
```

Membership of `Matrix.unitaryGroup n ℂ` is reduced to $UU^\dagger = 1$. Three facts enter. The adjoint of $A^\dagger = B$ is $B^\dagger = A$ (`hB`). The adjoint of $A^{-1}A = 1$ is $B\,(A^{-1})^\dagger = 1$ (`hinv`). Finally $BA = AB = 1-K^2$ (`hcomm`). Then
$$UU^\dagger = A^{-1}B\,B^\dagger (A^{-1})^\dagger = A^{-1}(BA)(A^{-1})^\dagger = (A^{-1}A)\,B\,(A^{-1})^\dagger = 1 .$$

```lean
/-- For Hermitian `H` the propagator for the step `-τ` is the adjoint of the propagator for the
step `τ`. -/
theorem propagator_neg {H : Matrix n n ℂ} (hH : H.IsHermitian) (τ : ℝ) :
    propagator H (-τ) = (propagator H τ)ᴴ := by
  have hU : propagator H τ * (propagator H τ)ᴴ = 1 := by
    have h := Matrix.mem_unitaryGroup_iff.mp (propagator_unitary hH τ)
    rwa [star_eq_conjTranspose] at h
  have hS : implicitPart H τ * propagator H τ = explicitPart H τ :=
    (propagator_eq_iff hH τ _).mpr rfl
  have hK : halfStep H (-τ) = -halfStep H τ := by
    unfold halfStep
    rw [← _root_.neg_smul]
    congr 1
    push_cast
    ring
  -- reversing the step exchanges the implicit and the explicit factor
  have h1 : implicitPart H (-τ) = explicitPart H τ := by
    unfold implicitPart explicitPart
    rw [hK, sub_eq_add_neg]
  have h2 : explicitPart H (-τ) = implicitPart H τ := by
    unfold implicitPart explicitPart
    rw [hK, sub_neg_eq_add]
  symm
  apply (propagator_eq_iff hH (-τ) _).mp
  rw [h1, h2, ← hS, Matrix.mul_assoc, hU, Matrix.mul_one]
```

The statement is $U(-\tau) = U(\tau)^\dagger$, so with unitarity a backward step with the same $H$ inverts the propagator of a forward step. Reversing $\tau$ sends $K$ to $-K$ and exchanges $A$ and $B$ (`h1`, `h2`). By uniqueness of the solution it is enough to check $BU^\dagger = A$, and $BU^\dagger = (AU)U^\dagger = A$.

## Conserved quantities

```lean
/-- For Hermitian `H`, one step leaves `tr (X P)` unchanged for every `X` that commutes
with `H`. -/
theorem step_trace_mul {H : Matrix n n ℂ} (hH : H.IsHermitian) (τ : ℝ) (P X : Matrix n n ℂ)
    (hX : H * X = X * H) : trace (X * step H τ P) = trace (X * P) := by
  have hU : propagator H τ * (propagator H τ)ᴴ = 1 := by
    have h := Matrix.mem_unitaryGroup_iff.mp (propagator_unitary hH τ)
    rwa [star_eq_conjTranspose] at h
  have hUU : (propagator H τ)ᴴ * propagator H τ = 1 := mul_eq_one_comm.mp hU
  have hc : propagator H τ * X = X * propagator H τ :=
    solution_commute hH τ ((propagator_eq_iff hH τ _).mpr rfl) hX
  unfold step
  -- cyclicity of the trace brings Uᴴ to the front, then U is moved through X
  calc trace (X * (propagator H τ * P * (propagator H τ)ᴴ))
      = trace ((X * propagator H τ * P) * (propagator H τ)ᴴ) := by
        simp only [Matrix.mul_assoc]
    _ = trace ((propagator H τ)ᴴ * (X * propagator H τ * P)) := Matrix.trace_mul_comm _ _
    _ = trace (((propagator H τ)ᴴ * propagator H τ) * (X * P)) := by
        rw [← hc]
        simp only [Matrix.mul_assoc]
    _ = trace (X * P) := by rw [hUU, Matrix.one_mul]
```

For any matrix $P$ and any $X$ with $HX = XH$, the expectation value $\operatorname{tr}(XP)$ is unchanged by one step. For finite square matrices $UU^\dagger = 1$ implies $U^\dagger U = 1$ (`hUU`), and $UX = XU$ (`hc`) comes from `solution_commute`. With cyclicity of the trace, `Matrix.trace_mul_comm`,
$$\operatorname{tr}(XUPU^\dagger) = \operatorname{tr}(U^\dagger XUP) = \operatorname{tr}(U^\dagger U XP) = \operatorname{tr}(XP).$$

```lean
/-- For Hermitian `H` and real `τ`, `1 + i τ H / 2` is invertible, the propagator `U` is unitary
and commutes with `H`, and `P ↦ U P Uᴴ` preserves hermiticity, idempotency, `tr P` and
`tr (H P)`. -/
theorem crankNicolson_step {H : Matrix n n ℂ} (hH : H.IsHermitian) (τ : ℝ) :
    IsUnit (implicitPart H τ).det ∧ propagator H τ ∈ Matrix.unitaryGroup n ℂ ∧
      propagator H τ * H = H * propagator H τ ∧
      ∀ P : Matrix n n ℂ,
        (P.IsHermitian → (step H τ P).IsHermitian) ∧
        (P * P = P → step H τ P * step H τ P = step H τ P) ∧
        trace (step H τ P) = trace P ∧
        energy H (step H τ P) = energy H P := by
  have hU : propagator H τ * (propagator H τ)ᴴ = 1 := by
    have h := Matrix.mem_unitaryGroup_iff.mp (propagator_unitary hH τ)
    rwa [star_eq_conjTranspose] at h
  have hUU : (propagator H τ)ᴴ * propagator H τ = 1 := mul_eq_one_comm.mp hU
  refine ⟨implicitPart_det_isUnit hH τ, propagator_unitary hH τ,
    solution_commute hH τ ((propagator_eq_iff hH τ _).mpr rfl) rfl,
    fun P => ⟨?_, ?_, ?_, step_trace_mul hH τ P H rfl⟩⟩
  · intro hP
    show (step H τ P)ᴴ = step H τ P
    unfold step
    rw [conjTranspose_mul, conjTranspose_mul, conjTranspose_conjTranspose, hP.eq,
      Matrix.mul_assoc]
  · intro hP
    unfold step
    -- the inner Uᴴ U drops out
    calc propagator H τ * P * (propagator H τ)ᴴ * (propagator H τ * P * (propagator H τ)ᴴ)
        = propagator H τ * P * ((propagator H τ)ᴴ * propagator H τ) * P
            * (propagator H τ)ᴴ := by
          simp only [Matrix.mul_assoc]
      _ = propagator H τ * (P * P) * (propagator H τ)ᴴ := by
          rw [hUU, Matrix.mul_one]
          simp only [Matrix.mul_assoc]
      _ = propagator H τ * P * (propagator H τ)ᴴ := by rw [hP]
  · have h := step_trace_mul hH τ P 1 (by rw [Matrix.mul_one, Matrix.one_mul])
    rwa [Matrix.one_mul, Matrix.one_mul] at h
```

This is the main theorem, with `∧` for "and" and `→` for "implies". For Hermitian $H$ and real $\tau$ it states that $\det A \neq 0$, that $U$ is unitary and that $UH = HU$. With $P' = UPU^\dagger$ it further states, for every matrix $P$, that $P^\dagger = P$ implies $P'^\dagger = P'$, that $P^2 = P$ implies $P'^2 = P'$, that $\operatorname{tr}P' = \operatorname{tr}P$, and that $\operatorname{tr}(HP') = \operatorname{tr}(HP)$. The condition $P^2 = P$ is the convention of occupations 0 and 1, as for a single determinant of spin orbitals. The two trace identities need no assumption on $P$.

The `refine` line fills in the earlier results, taking $X = H$ for both the commutation and the energy, and leaves three goals marked `?_`. The first is $(UPU^\dagger)^\dagger = UP^\dagger U^\dagger = UPU^\dagger$, which does not use any property of $U$. The second is
$$UPU^\dagger\,UPU^\dagger = UP^2U^\dagger = UPU^\dagger .$$
The third is `step_trace_mul` with $X = 1$.

```lean
/-- For any sequence of Hermitian Hamiltonians and real step lengths, `k` steps preserve
hermiticity, idempotency, `tr P`, and `tr (X P)` for every `X` commuting with all the
Hamiltonians. -/
theorem evolve_preserves {H : ℕ → Matrix n n ℂ} (hH : ∀ j, (H j).IsHermitian) (τ : ℕ → ℝ)
    (P : Matrix n n ℂ) (k : ℕ) :
    (P.IsHermitian → (evolve H τ P k).IsHermitian) ∧
      (P * P = P → evolve H τ P k * evolve H τ P k = evolve H τ P k) ∧
      trace (evolve H τ P k) = trace P ∧
      ∀ X : Matrix n n ℂ, (∀ j, H j * X = X * H j) →
        trace (X * evolve H τ P k) = trace (X * P) := by
  induction k with
  | zero => exact ⟨fun h => h, fun h => h, rfl, fun _ _ => rfl⟩
  | succ k ih =>
    obtain ⟨h1, h2, h3, h4⟩ := ih
    obtain ⟨-, -, -, hs⟩ := crankNicolson_step (hH k) (τ k)
    obtain ⟨s1, s2, s3, -⟩ := hs (evolve H τ P k)
    exact ⟨fun h => s1 (h1 h), fun h => s2 (h2 h), s3.trans h3,
      fun X hX => (step_trace_mul (hH k) (τ k) _ X (hX k)).trans (h4 X hX)⟩
```

For any sequence of Hermitian $H_j$ and real $\tau_j$, the matrix $P_k$ inherits hermiticity and idempotency from $P$, has the same trace, and has the same $\operatorname{tr}(XP_k)$ for every $X$ that commutes with all $H_j$. The proof is induction on $k$. The case `zero` is $P_0 = P$, and the case `succ` applies the one-step results to $P_k$ and chains them to the hypothesis `ih`. When $H_j$ varies, the last clause applies to $X = H_m$ only if $H_m$ commutes with all $H_j$.

```lean
/-- For a constant Hermitian Hamiltonian the energy `tr (H P)` is unchanged after any number of
steps of arbitrary real lengths. -/
theorem evolve_energy {H : Matrix n n ℂ} (hH : H.IsHermitian) (τ : ℕ → ℝ)
    (P : Matrix n n ℂ) (k : ℕ) :
    energy H (evolve (fun _ => H) τ P k) = energy H P :=
  (evolve_preserves (H := fun _ => H) (fun _ => hH) τ P k).2.2.2 H (fun _ => rfl)
```

The term `fun _ => H` is the constant sequence $H_j = H$. Since $H$ commutes with itself, the last clause above with $X = H$ gives $\operatorname{tr}(HP_k) = \operatorname{tr}(HP)$ for arbitrary step lengths.

## Dropping hermiticity

```lean
omit [Fintype n] in
/-- For `H = i 1` and `τ = 2` the matrix `1 + i τ H / 2` is zero. -/
theorem implicitPart_imaginary_eq_zero :
    implicitPart (Complex.I • (1 : Matrix n n ℂ)) 2 = 0 := by
  have hc : Complex.I * (((2 : ℝ) / 2 : ℝ) : ℂ) * Complex.I = -1 := by
    have h : ((2 : ℝ) / 2) = 1 := by norm_num
    rw [h, Complex.ofReal_one, _root_.mul_one, Complex.I_mul_I]
  unfold implicitPart halfStep
  rw [smul_smul, hc, _root_.neg_smul, one_smul, add_neg_cancel]
```

For $H = i\cdot 1$ and $\tau = 2$ one has $K = i\cdot i\cdot 1 = -1$ (`hc`), so $A = 0$. With at least one basis function this $H$ is not Hermitian and $A$ is not invertible.

## A two-level example

```lean
/-- The two-level Hamiltonian `σₓ`. -/
def pauliX : Matrix (Fin 2) (Fin 2) ℂ := !![0, 1; 1, 0]

/-- The density matrix with the first of two orbitals occupied. -/
def firstOrbital : Matrix (Fin 2) (Fin 2) ℂ := !![1, 0; 0, 0]

/-- The density matrix with the second of two orbitals occupied. -/
def secondOrbital : Matrix (Fin 2) (Fin 2) ℂ := !![0, 0; 0, 1]
```

The notation `!![0, 1; 1, 0]` lists rows. These are $\sigma_x$, $\operatorname{diag}(1,0)$ and $\operatorname{diag}(0,1)$.

```lean
/-- `σₓ` is Hermitian and `diag (1, 0)` is Hermitian and idempotent; for `H = σₓ`, `τ = 2` the
propagator is `-i σₓ` and one step takes `diag (1, 0)` to `diag (0, 1)`. -/
theorem crankNicolson_witness :
    pauliX.IsHermitian ∧ firstOrbital.IsHermitian ∧
      firstOrbital * firstOrbital = firstOrbital ∧
      propagator pauliX 2 = (-Complex.I) • pauliX ∧
      step pauliX 2 firstOrbital = secondOrbital := by
  have hX : pauliX.IsHermitian := by
    show pauliXᴴ = pauliX
    ext i j
    fin_cases i <;> fin_cases j <;> simp [pauliX, conjTranspose_apply]
  have hP : firstOrbital.IsHermitian := by
    show firstOrbitalᴴ = firstOrbital
    ext i j
    fin_cases i <;> fin_cases j <;> simp [firstOrbital, conjTranspose_apply]
  have hXX : pauliX * pauliX = 1 := by
    rw [Matrix.one_fin_two]
    ext i j
    fin_cases i <;> fin_cases j <;> simp [pauliX, Matrix.mul_apply, Fin.sum_univ_two]
  have hK : halfStep pauliX 2 = Complex.I • pauliX := by
    have h : ((2 : ℝ) / 2) = 1 := by norm_num
    unfold halfStep
    rw [h, Complex.ofReal_one, _root_.mul_one]
  -- -i σₓ solves the defining linear equation
  have hU : propagator pauliX 2 = (-Complex.I) • pauliX := by
    symm
    apply (propagator_eq_iff hX 2 _).mp
    have hI : Complex.I * -Complex.I = 1 := by
      linear_combination (-1 : ℂ) * Complex.I_mul_I
    unfold implicitPart explicitPart
    rw [hK, Matrix.add_mul, Matrix.one_mul, Matrix.smul_mul, Matrix.mul_smul, hXX, smul_smul,
      hI, one_smul, _root_.neg_smul]
    abel
  refine ⟨hX, hP, ?_, hU, ?_⟩
  · ext i j
    fin_cases i <;> fin_cases j <;> simp [firstOrbital, Matrix.mul_apply, Fin.sum_univ_two]
  · have hc : (-Complex.I) * star (-Complex.I) = 1 := by simp
    unfold step
    rw [hU, conjTranspose_smul, hX.eq, Matrix.smul_mul, Matrix.smul_mul, Matrix.mul_smul,
      smul_smul, hc, one_smul]
    ext i j
    fin_cases i <;> fin_cases j <;>
      simp [pauliX, firstOrbital, secondOrbital, Matrix.mul_apply, Fin.sum_univ_two]

end

end CrankNicolson
```

The matrix $\sigma_x$ is Hermitian and $\operatorname{diag}(1,0)$ is Hermitian and idempotent, both checked entry by entry. For $\tau = 2$, $K = i\sigma_x$ (`hK`), and with $\sigma_x^2 = 1$ (`hXX`)
$$(1+i\sigma_x)(-i\sigma_x) = -i\sigma_x + 1 = B ,$$
so $U = -i\sigma_x$ by uniqueness. The phase cancels in $UPU^\dagger = \sigma_x \operatorname{diag}(1,0)\,\sigma_x = \operatorname{diag}(0,1)$, and the electron moves completely to the second orbital. A comparison by hand, which the Lean file does not contain, gives $e^{-2i\sigma_x} = \cos 2 - i\sigma_x \sin 2$ for the exact evolution, which transfers only $\sin^2 2 < 1$. The conservation laws therefore hold at step lengths where the step differs from the exact dynamics.

```lean
#print axioms CrankNicolson.propagator_neg
#print axioms CrankNicolson.crankNicolson_step
#print axioms CrankNicolson.evolve_energy
#print axioms CrankNicolson.implicitPart_imaginary_eq_zero
```

```
'CrankNicolson.propagator_neg' depends on axioms: [propext, Classical.choice, Quot.sound]
'CrankNicolson.crankNicolson_step' depends on axioms: [propext, Classical.choice, Quot.sound]
'CrankNicolson.evolve_energy' depends on axioms: [propext, Classical.choice, Quot.sound]
'CrankNicolson.implicitPart_imaginary_eq_zero' depends on axioms: [propext, Classical.choice, Quot.sound]
```
